# Summing over neighbour spin configurations gives the same first-order multiplet as distributing the couplings over up and down

A spin is coupled to `n` spin-1/2 neighbours with real couplings J_k, and its lines are taken to first order, with positions measured from the centre of the multiplet. The theorem `firstOrderLines_eq_multiplet` says that two ways of listing these lines give the same multiset, so that coinciding lines are counted with their multiplicity. One list has a position ∑ ± J_k/2 for each of the 2ⁿ spin configurations; the other distributes the couplings in all ways over two groups and takes half the difference of the group sums. The proof is by induction on `n`: `multiplet_cons` splits each line into a doublet by the first coupling, and the configurations are then separated by the state of the first neighbour, with the multisets written as sums of singletons.

The failing Lean file:

```lean
import Mathlib

open Finset

namespace FirstOrderLinesEqMultiplet

noncomputable section

/-- The first-order lines of a spin coupled to `n` spin-1/2 neighbours, relative to the
centre: one position `∑ ± J k / 2` for each spin configuration, kept with multiplicity. -/
def firstOrderLines {n : ℕ} (J : Fin n → ℝ) : Multiset ℝ :=
  (univ : Finset (Fin n → Bool)).val.map
    fun σ => ∑ k, if σ k then J k / 2 else -(J k / 2)

/-- The lines of an unordered collection of couplings: the neighbours are distributed in all
ways over up and down, and the position is half the difference of the two coupling sums. -/
def multiplet (s : Multiset ℝ) : Multiset ℝ :=
  s.antidiagonal.map fun p => (p.1.sum - p.2.sum) / 2

/-- One more coupling `a` splits every line into a doublet at distances `± a / 2`. -/
theorem multiplet_cons (a : ℝ) (s : Multiset ℝ) :
    multiplet (a ::ₘ s) =
      (multiplet s).map (fun x => x + a / 2) + (multiplet s).map (fun x => x - a / 2) := by
  simp only [multiplet, Multiset.antidiagonal_cons, Multiset.map_add, Multiset.map_map]
  refine (add_comm _ _).trans ?_
  congr 1 <;> exact Multiset.map_congr rfl fun p _ => by
    simp only [Function.comp_apply, Prod.map_fst, Prod.map_snd, id_eq, Multiset.sum_cons]
    ring

/-- The sum over spin configurations and the repeated doublet splitting give the same lines. -/
theorem firstOrderLines_eq_multiplet {n : ℕ} (J : Fin n → ℝ) :
    firstOrderLines J = multiplet (List.ofFn J : Multiset ℝ) := by
  have hsum : ∀ {α : Type} [Fintype α] (f : α → ℝ),
      (univ : Finset α).val.map f = ∑ a, ({f a} : Multiset ℝ) := fun f =>
    (Multiset.sum_map_singleton _).symm.trans (by rw [Multiset.map_map]; rfl)
  induction n with
  | zero => simp [firstOrderLines, multiplet]
  | succ n ih =>
    rw [List.ofFn_succ, ← Multiset.cons_coe, multiplet_cons, ← ih]
    simp only [firstOrderLines, Multiset.map_map, hsum]
    -- separate the first neighbour from the others
    rw [← (Fin.consEquiv (fun _ : Fin (n + 1) => Bool)).sum_comp, Fintype.sum_prod_type,
      Fintype.sum_bool]
    congr 1 <;> refine Finset.sum_congr rfl fun σ _ => ?_ <;>
      simp [Fin.consEquiv, Fin.sum_univ_succ, add_comm, sub_eq_add_neg]

end

end FirstOrderLinesEqMultiplet
```

The compiler's answer:

```
Main.lean:44:23: error: typeclass instance problem is stuck
  AddCommMonoid ?m.115

Note: Lean will not try to resolve this typeclass instance problem because the type argument to `AddCommMonoid` is a metavariable. This argument must be fully determined before Lean will try to resolve the typeclass.

Hint: Adding type annotations and supplying implicit arguments to functions can give Lean more information for typeclass resolution. For example, if you have a variable `x` that you intend to be a `Nat`, but Lean reports it as having an unresolved type like `?m`, replacing `x` with `(x : Nat)` can get typeclass resolution un-stuck.
Main.lean:44:16: error: Type mismatch
  sum_congr rfl fun σ x => ?m.125
has type
  Finset.sum ?m.122 ?m.119 = Finset.sum ?m.122 ?m.120
but is expected to have type
  ∑ y, {∑ k, if (Fin.consEquiv fun x => Bool) (false, y) k = true then J k / 2 else -(J k / 2)} =
    Multiset.map (fun x => x - J 0 / 2) (∑ a, {∑ x, if a x = true then J x.succ / 2 else -(J x.succ / 2)})
Main.lean:40:32: warning: This simp argument is unused:
  Multiset.map_map

Hint: Omit it from the simp argument list.
  [apply] simp only [firstOrderLines, hsum]

Note: This linter can be disabled with `set_option linter.unusedSimpArgs false`
```

The mismatch error shows that `Finset.sum_congr` proves an equality of two sums, while the right side of the goal is a `Multiset.map` applied to a sum. The "stuck" error at the same step has the same origin: as the goal does not fit, Lean can't determine the type in which the sums are taken, and so can't look for its `AddCommMonoid` instance.

The outer map was left over by the `simp only` call. `simp` rewrites inner terms first, so `hsum` turned the inner `univ.val.map f` into a sum of singletons before `Multiset.map_map` could be tried on the outer map. That lemma needs a map of a map, which no longer existed, and the warning accordingly reports it as unused.

The repair splits the call in two. The first `simp only` unfolds `firstOrderLines` and merges the nested maps with `Multiset.map_map`; the second applies `hsum` to the merged maps. Both sides then consist of sums of singletons, and `Finset.sum_congr` applies.

Fix (accepted with no message):

```diff
@@ -38,5 +38,6 @@
   | succ n ih =>
     rw [List.ofFn_succ, ← Multiset.cons_coe, multiplet_cons, ← ih]
-    simp only [firstOrderLines, Multiset.map_map, hsum]
+    simp only [firstOrderLines, Multiset.map_map]
+    simp only [hsum]
     -- separate the first neighbour from the others
     rw [← (Fin.consEquiv (fun _ : Fin (n + 1) => Bool)).sum_comp, Fintype.sum_prod_type,
```
